# First-order change of s-polarised reflectance with film thickness

## How does a very thin film change the s reflectance of a substrate?

Let \(q_1,q_2,q_3\) be the normal wavenumbers in the ambient, a film of thickness \(d\) and the substrate. With \(r_{ij}=(q_i-q_j)/(q_i+q_j)\), the s-polarised reflection amplitude is

\[
r(d)=\frac{r_{12}+r_{23}e^{2iq_2d}}{1+r_{12}r_{23}e^{2iq_2d}} .
\]

For real \(q_1\), I believe that the relative slope of \(|r|^2\) at \(d=0\) is \(-4q_1\,\mathrm{Im}\,[(q_2^2-q_3^2)/(q_1^2-q_3^2)]\), provided that \(q_2\), \(q_1+q_2\), \(q_2+q_3\) and \(q_1^2-q_3^2\) are nonzero. Can this be made rigorous and checked by machine, including the step from the boundary conditions to the formula for \(r(d)\)?

## The slope follows from matching the fields at two faces

Take the time factor \(e^{-i\omega t}\) and let \(z\) point into the substrate, with the film between \(z=0\) and \(z=d\). The tangential electric field is \(e^{iq_1z}+re^{-iq_1z}\) in the ambient, \(ae^{iq_2z}+be^{-iq_2z}\) in the film and \(te^{iq_3(z-d)}\) in the substrate. In non-magnetic media this field and its normal derivative are continuous at both faces.

Write \(E=e^{iq_2d}\). At the back face, \(aE+b/E=t\) and \(q_2(aE-b/E)=q_3t\). Eliminating \(t\) gives \(b=r_{23}E^2a\). At the front face, \(1+r=a+b\) and \(q_1(1-r)=q_2(a-b)\). Eliminating \(r\) gives \(a+r_{12}b=1+r_{12}\). Hence

\[
r=a+b-1=\frac{(1+r_{12})(1+r_{23}E^2)}{1+r_{12}r_{23}E^2}-1
=\frac{r_{12}+r_{23}E^2}{1+r_{12}r_{23}E^2}.
\]

At \(d=0\), common denominators give

\[
r_{12}+r_{23}=\frac{2q_2(q_1-q_3)}{(q_1+q_2)(q_2+q_3)},\qquad
1+r_{12}r_{23}=\frac{2q_2(q_1+q_3)}{(q_1+q_2)(q_2+q_3)},
\]

so \(r(0)=r_{13}\). The quotient rule, with \(1-r_{12}^2=4q_1q_2/(q_1+q_2)^2\), gives

\[
r'(0)=\frac{2iq_2\,r_{23}(1-r_{12}^2)}{(1+r_{12}r_{23})^2}
=\frac{2iq_1(q_2^2-q_3^2)}{(q_1+q_3)^2}.
\]

Dividing by \(r_{13}\),

\[
\frac{r'(0)}{r(0)}=c=2iq_1\,\frac{q_2^2-q_3^2}{q_1^2-q_3^2}.
\]

Since \((|r|^2)'=2\,\mathrm{Re}(\bar r\,r')=2\,\mathrm{Re}(c)\,|r|^2\) at \(d=0\), and \(q_1\) is real, the logarithmic slope is the one you state.

Now let \(k\) be the vacuum wavenumber, \(\kappa\) the conserved in-plane wavenumber and \(\varepsilon_j\) the relative permittivities, so that \(q_j^2=k^2\varepsilon_j-\kappa^2\). The factor \(k^2\) cancels, and the slope becomes \(-4q_1\,\mathrm{Im}\,[(\varepsilon_2-\varepsilon_3)/(\varepsilon_1-\varepsilon_3)]\). For real \(\varepsilon_3\) it is \(-4q_1\,\mathrm{Im}\,\varepsilon_2/(\varepsilon_1-\varepsilon_3)\). With \(q_1>0\), an absorbing film on a transparent substrate with \(\varepsilon_3>\varepsilon_1\) therefore raises the s reflectance at first order.

In the Lean file, `fresnel` is \(r_{ij}\), `film` is \(r(d)\) and `reflectance` is \(|r(d)|^2\). `FieldsMatch` states the four continuity equations, with `t` measured at the back face. The main theorem, `thin_film_response`, takes `q1` as a real number and `q2`, `q3` as complex numbers. It has four conclusions: \(r(0)=r_{13}\), \(r(0)\neq0\), the derivative of the amplitude, and the derivative of the natural logarithm of the reflectance.

A real `q1` stands for a propagating wave in a lossless ambient. The condition `h13` keeps the bare interface reflecting and its coefficient finite. At \(q_2=0\) the two film exponentials coincide and \(r(0)\) takes the form \(0/0\), which `h2` excludes. For \(q_1>0\) and passive media, with \(q_2\) and \(q_3\) having non-negative real and imaginary parts, `h12` and `h23` then hold automatically.

`HasDerivAt` gives a two-sided derivative in real \(d\); the physical statement is its restriction to \(d\ge0\). The model is a homogeneous, isotropic, non-magnetic slab with sharp, flat faces on a semi-infinite substrate, in s polarisation. The theorems give a slope at zero thickness and no error bound at finite thickness. Within this slab model, the result turns a permittivity computed from electronic structure into a first-order reflectance change.

```lean
import Mathlib

open Complex

namespace ThinFilmReflection

noncomputable section

/-- The s-polarised reflection coefficient of a single interface between media with normal
wavenumbers `a` and `b`, for `a + b ≠ 0`. -/
def fresnel (a b : ℂ) : ℂ := (a - b) / (a + b)

/-- The s-polarised reflection coefficient of a film of thickness `d` between ambient 1 and
substrate 3, where `q1 + q2`, `q2 + q3` and the resonance denominator are nonzero. -/
def film (q1 q2 q3 : ℂ) (d : ℝ) : ℂ :=
  (fresnel q1 q2 + fresnel q2 q3 * Complex.exp (2 * I * q2 * d)) /
    (1 + fresnel q1 q2 * fresnel q2 q3 * Complex.exp (2 * I * q2 * d))

/-- The reflectance of the film, on the domain of `film`. -/
def reflectance (q1 q2 q3 : ℂ) (d : ℝ) : ℝ := ‖film q1 q2 q3 d‖ ^ 2

/-- A unit incident wave and a reflected wave `r` can be joined to two film waves `a`, `b` and a
transmitted wave `t` with the field and its normal derivative continuous at both interfaces. -/
def FieldsMatch (q1 q2 q3 : ℂ) (d : ℝ) (r : ℂ) : Prop :=
  ∃ a b t : ℂ, 1 + r = a + b ∧ q1 * (1 - r) = q2 * (a - b) ∧
    a * Complex.exp (I * q2 * d) + b * Complex.exp (-(I * q2 * d)) = t ∧
    q2 * (a * Complex.exp (I * q2 * d) - b * Complex.exp (-(I * q2 * d))) = q3 * t

/-- Away from a zero of the resonance denominator, the fields match at both interfaces exactly
when the reflected amplitude is given by the three-phase formula. -/
theorem fieldsMatch_iff (q1 q2 q3 : ℂ) (d : ℝ) (r : ℂ) (h12 : q1 + q2 ≠ 0) (h23 : q2 + q3 ≠ 0)
    (hD : 1 + fresnel q1 q2 * fresnel q2 q3 * Complex.exp (2 * I * q2 * d) ≠ 0) :
    FieldsMatch q1 q2 q3 d r ↔ r = film q1 q2 q3 d := by
  have hX : Complex.exp (2 * I * q2 * d) =
      Complex.exp (I * q2 * d) * Complex.exp (I * q2 * d) := by
    rw [← Complex.exp_add]
    congr 1
    ring
  have hEF : Complex.exp (I * q2 * d) * Complex.exp (-(I * q2 * d)) = 1 := by
    rw [← Complex.exp_add, add_neg_cancel, Complex.exp_zero]
  have hs : fresnel q1 q2 * (q1 + q2) = q1 - q2 := div_mul_cancel₀ _ h12
  have hu : fresnel q2 q3 * (q2 + q3) = q2 - q3 := div_mul_cancel₀ _ h23
  unfold FieldsMatch film
  rw [hX] at hD ⊢
  rw [eq_div_iff hD]
  generalize Complex.exp (I * q2 * d) = E at hD hEF ⊢
  generalize Complex.exp (-(I * q2 * d)) = F at hEF ⊢
  generalize fresnel q1 q2 = s at hD hs ⊢
  generalize fresnel q2 q3 = u at hD hu ⊢
  constructor
  · rintro ⟨a, b, t, h1, h2, h3, h4⟩
    -- the back interface fixes the ratio of the two film waves
    have hb : b = u * (E * E) * a := by
      apply mul_left_cancel₀ h23
      linear_combination -E * (h4 - q3 * h3) - (q2 + q3) * b * hEF - E * E * a * hu
    -- the front interface fixes their size
    have ha : a + s * b = 1 + s := by
      apply mul_left_cancel₀ h12
      linear_combination -q1 * h1 - h2 + (b - 1) * hs
    rw [hb] at ha h1
    linear_combination (1 + s * u * (E * E)) * h1 + (1 + u * (E * E)) * ha
  · intro hr
    obtain ⟨a, ha⟩ : ∃ a : ℂ, a * (1 + s * u * (E * E)) = 1 + s :=
      ⟨(1 + s) / (1 + s * u * (E * E)), div_mul_cancel₀ _ hD⟩
    have h1 : 1 + r = a + u * (E * E) * a := by
      apply mul_right_cancel₀ hD
      linear_combination hr - (1 + u * (E * E)) * ha
    refine ⟨a, u * (E * E) * a, _, h1, ?_, rfl, ?_⟩
    · linear_combination -q1 * h1 + (u * (E * E) * a - 1) * hs - (q1 + q2) * ha
    · linear_combination -(q2 + q3) * u * E * a * hEF - E * a * hu

/-- Closed forms of the numerator and the denominator of the three-phase formula at zero
thickness. -/
theorem fresnel_combine (q1 q2 q3 : ℂ) (h12 : q1 + q2 ≠ 0) (h23 : q2 + q3 ≠ 0) :
    fresnel q1 q2 + fresnel q2 q3 = 2 * q2 * (q1 - q3) / ((q1 + q2) * (q2 + q3)) ∧
    1 + fresnel q1 q2 * fresnel q2 q3 = 2 * q2 * (q1 + q3) / ((q1 + q2) * (q2 + q3)) := by
  unfold fresnel
  constructor
  · field_simp
    ring
  · field_simp
    ring

/-- A film of zero thickness reflects like the bare interface between ambient and substrate. -/
theorem film_zero (q1 q2 q3 : ℂ) (h2 : q2 ≠ 0) (h12 : q1 + q2 ≠ 0) (h23 : q2 + q3 ≠ 0)
    (h13 : q1 + q3 ≠ 0) : film q1 q2 q3 0 = fresnel q1 q3 := by
  obtain ⟨hn, hd⟩ := fresnel_combine q1 q2 q3 h12 h23
  simp only [film, Complex.ofReal_zero, mul_zero, Complex.exp_zero, mul_one]
  rw [hn, hd]
  unfold fresnel
  field_simp

/-- The first-order change of the reflection amplitude with film thickness, at zero thickness. -/
theorem film_hasDerivAt (q1 q2 q3 : ℂ) (h2 : q2 ≠ 0) (h12 : q1 + q2 ≠ 0) (h23 : q2 + q3 ≠ 0)
    (h13 : q1 + q3 ≠ 0) :
    HasDerivAt (film q1 q2 q3) (2 * I * q1 * (q2 ^ 2 - q3 ^ 2) / (q1 + q3) ^ 2) 0 := by
  obtain ⟨hn, hd⟩ := fresnel_combine q1 q2 q3 h12 h23
  have h0 : HasDerivAt (fun d : ℝ => (d : ℂ)) 1 0 := by
    simpa using (hasDerivAt_id (0 : ℝ)).ofReal_comp
  have hE : HasDerivAt (fun d : ℝ => Complex.exp (2 * I * q2 * d)) (2 * I * q2) 0 :=
    (h0.const_mul (2 * I * q2)).cexp.congr_deriv (by simp)
  have hne : 1 + fresnel q1 q2 * fresnel q2 q3 * Complex.exp (2 * I * q2 * (0 : ℝ)) ≠ 0 := by
    simp only [Complex.ofReal_zero, mul_zero, Complex.exp_zero, mul_one]
    rw [hd]
    exact div_ne_zero (mul_ne_zero (mul_ne_zero two_ne_zero h2) h13) (mul_ne_zero h12 h23)
  -- quotient rule for the three-phase formula
  have h : HasDerivAt (film q1 q2 q3) _ 0 :=
    ((hE.const_mul (fresnel q2 q3)).const_add (fresnel q1 q2)).fun_div
      ((hE.const_mul (fresnel q1 q2 * fresnel q2 q3)).const_add 1) hne
  refine h.congr_deriv ?_
  simp only [Complex.ofReal_zero, mul_zero, Complex.exp_zero, mul_one]
  rw [hn, hd]
  unfold fresnel
  field_simp
  ring

/-- If an amplitude changes at relative rate `c`, its intensity changes at relative rate
`2 Re c`. -/
theorem intensity_hasDerivAt (f : ℝ → ℂ) (c : ℂ) (x : ℝ) (h : HasDerivAt f (c * f x) x) :
    HasDerivAt (fun t => ‖f t‖ ^ 2) (2 * c.re * ‖f x‖ ^ 2) x := by
  have hre : HasDerivAt (fun t => (f t).re) (c * f x).re x :=
    Complex.reCLM.hasFDerivAt.comp_hasDerivAt x h
  have him : HasDerivAt (fun t => (f t).im) (c * f x).im x :=
    Complex.imCLM.hasFDerivAt.comp_hasDerivAt x h
  have e : (fun t => ‖f t‖ ^ 2) =
      fun t => (f t).re * (f t).re + (f t).im * (f t).im := by
    funext t
    rw [Complex.sq_norm, Complex.normSq_apply]
  rw [e, Complex.sq_norm, Complex.normSq_apply]
  refine ((hre.fun_mul hre).fun_add (him.fun_mul him)).congr_deriv ?_
  simp only [Complex.mul_re, Complex.mul_im]
  ring

/-- At zero thickness the film reflects like the bare interface, with nonzero amplitude, and the
relative first-order changes of amplitude and reflectance are given by the normal wavenumbers. -/
theorem thin_film_response (q1 : ℝ) (q2 q3 : ℂ) (h2 : q2 ≠ 0) (h12 : (q1 : ℂ) + q2 ≠ 0)
    (h23 : q2 + q3 ≠ 0) (h13 : (q1 : ℂ) ^ 2 - q3 ^ 2 ≠ 0) :
    film q1 q2 q3 0 = fresnel q1 q3 ∧ film q1 q2 q3 0 ≠ 0 ∧
    HasDerivAt (film q1 q2 q3)
      (2 * I * q1 * ((q2 ^ 2 - q3 ^ 2) / ((q1 : ℂ) ^ 2 - q3 ^ 2)) * film q1 q2 q3 0) 0 ∧
    HasDerivAt (fun d => Real.log (reflectance q1 q2 q3 d))
      (-4 * q1 * ((q2 ^ 2 - q3 ^ 2) / ((q1 : ℂ) ^ 2 - q3 ^ 2)).im) 0 := by
  have hfac : (q1 : ℂ) ^ 2 - q3 ^ 2 = (q1 + q3) * (q1 - q3) := by ring
  have hprod := h13
  rw [hfac] at hprod
  have hp : (q1 : ℂ) + q3 ≠ 0 := left_ne_zero_of_mul hprod
  have hm : (q1 : ℂ) - q3 ≠ 0 := right_ne_zero_of_mul hprod
  have hz := film_zero q1 q2 q3 h2 h12 h23 hp
  have hnz : film q1 q2 q3 0 ≠ 0 := by
    rw [hz]
    exact div_ne_zero hm hp
  have hder : HasDerivAt (film q1 q2 q3)
      (2 * I * q1 * ((q2 ^ 2 - q3 ^ 2) / ((q1 : ℂ) ^ 2 - q3 ^ 2)) * film q1 q2 q3 0) 0 := by
    refine (film_hasDerivAt q1 q2 q3 h2 h12 h23 hp).congr_deriv ?_
    rw [hz, hfac]
    unfold fresnel
    field_simp
  refine ⟨hz, hnz, hder, ?_⟩
  have hR : HasDerivAt (reflectance q1 q2 q3) _ 0 := intensity_hasDerivAt _ _ _ hder
  have hR0 : ‖film q1 q2 q3 0‖ ^ 2 ≠ 0 := pow_ne_zero 2 (norm_ne_zero_iff.mpr hnz)
  have hc : ∀ z : ℂ, (2 * I * (q1 : ℂ) * z).re = -2 * q1 * z.im := by
    intro z
    simp [Complex.mul_re, Complex.mul_im]
  refine (hR.log hR0).congr_deriv ?_
  change _ / ‖film q1 q2 q3 0‖ ^ 2 = _
  rw [mul_div_assoc, div_self hR0, hc]
  ring

/-- The relative first-order change of reflectance in terms of the permittivities, for vacuum
wavenumber `k` and conserved in-plane wavenumber `κ`. -/
theorem thin_film_permittivity (k κ q1 ε1 : ℝ) (q2 q3 ε2 ε3 : ℂ) (hk : k ≠ 0)
    (e1 : (q1 : ℂ) ^ 2 = k ^ 2 * ε1 - κ ^ 2) (e2 : q2 ^ 2 = k ^ 2 * ε2 - κ ^ 2)
    (e3 : q3 ^ 2 = k ^ 2 * ε3 - κ ^ 2) (h2 : q2 ≠ 0) (h12 : (q1 : ℂ) + q2 ≠ 0)
    (h23 : q2 + q3 ≠ 0) (hε : (ε1 : ℂ) - ε3 ≠ 0) :
    HasDerivAt (fun d => Real.log (reflectance q1 q2 q3 d))
      (-4 * q1 * ((ε2 - ε3) / ((ε1 : ℂ) - ε3)).im) 0 := by
  have hk2 : (k : ℂ) ^ 2 ≠ 0 := pow_ne_zero 2 (Complex.ofReal_ne_zero.mpr hk)
  have a1 : (q1 : ℂ) ^ 2 - q3 ^ 2 = k ^ 2 * (ε1 - ε3) := by linear_combination e1 - e3
  have a2 : q2 ^ 2 - q3 ^ 2 = k ^ 2 * (ε2 - ε3) := by linear_combination e2 - e3
  have h13 : (q1 : ℂ) ^ 2 - q3 ^ 2 ≠ 0 := by
    rw [a1]
    exact mul_ne_zero hk2 hε
  have h := (thin_film_response q1 q2 q3 h2 h12 h23 h13).2.2.2
  rwa [a1, a2, mul_div_mul_left _ _ hk2] at h

/-- On a substrate of real permittivity, the relative first-order change of reflectance is
proportional to the imaginary part of the film permittivity. -/
theorem thin_film_transparent_substrate (k κ q1 ε1 ε3 : ℝ) (q2 q3 ε2 : ℂ) (hk : k ≠ 0)
    (e1 : (q1 : ℂ) ^ 2 = k ^ 2 * ε1 - κ ^ 2) (e2 : q2 ^ 2 = k ^ 2 * ε2 - κ ^ 2)
    (e3 : q3 ^ 2 = k ^ 2 * ε3 - κ ^ 2) (h2 : q2 ≠ 0) (h12 : (q1 : ℂ) + q2 ≠ 0)
    (h23 : q2 + q3 ≠ 0) (hε : ε1 ≠ ε3) :
    HasDerivAt (fun d => Real.log (reflectance q1 q2 q3 d))
      (-4 * q1 * (ε2.im / (ε1 - ε3))) 0 := by
  have hε' : (ε1 : ℂ) - (ε3 : ℂ) ≠ 0 :=
    sub_ne_zero.mpr (fun h => hε (Complex.ofReal_injective h))
  have h := thin_film_permittivity k κ q1 ε1 q2 q3 ε2 ε3 hk e1 e2 e3 h2 h12 h23 hε'
  rwa [← Complex.ofReal_sub, Complex.div_ofReal_im, Complex.sub_im, Complex.ofReal_im,
    sub_zero] at h

end

end ThinFilmReflection
```

```lean
#print axioms ThinFilmReflection.fieldsMatch_iff
#print axioms ThinFilmReflection.thin_film_response
#print axioms ThinFilmReflection.thin_film_transparent_substrate
```

```
'ThinFilmReflection.fieldsMatch_iff' depends on axioms: [propext, Classical.choice, Quot.sound]
'ThinFilmReflection.thin_film_response' depends on axioms: [propext, Classical.choice, Quot.sound]
'ThinFilmReflection.thin_film_transparent_substrate' depends on axioms: [propext, Classical.choice, Quot.sound]
```

`fieldsMatch_iff` proves that, when \(q_1+q_2\), \(q_2+q_3\) and the resonance denominator \(1+r_{12}r_{23}e^{2iq_2d}\) are nonzero, the fields match exactly when \(r\) is the three-phase formula. It replaces the exponentials by `E` and `F` with \(EF=1\), and the interface coefficients by `s` and `u`. In the forward direction, `hb` and `ha` are the back-face and front-face relations derived above, and `linear_combination` carries out the eliminations. The converse constructs the film waves from \(a=(1+s)/(1+suE^2)\) and checks the four equations.

`fresnel_combine` supplies the two closed forms at \(d=0\), and `film_zero` takes their quotient. `film_hasDerivAt` differentiates the exponential and applies the quotient rule through `fun_div`; `hne` supplies the nonzero denominator. `intensity_hasDerivAt` writes \(|f|^2\) as the sum of the squared real and imaginary parts and uses the product rule.

`thin_film_response` factors \(q_1^2-q_3^2\) to obtain \(q_1+q_3\neq0\) and \(r_{13}\neq0\). It then rewrites \(r'(0)\) as \(c\,r(0)\), applies the intensity lemma and differentiates the logarithm; `hc` is the identity \(\mathrm{Re}(2iq_1z)=-2q_1\,\mathrm{Im}\,z\). `thin_film_permittivity` substitutes the dispersion relations and cancels \(k^2\), and `thin_film_transparent_substrate` takes the imaginary part for real \(\varepsilon_3\).

A film identical to the ambient makes a simple limiting case. With \(q_2=q_1\), the formula reduces to \(r(d)=r_{13}e^{2iq_1d}\), so only the phase changes; the general slope is then \(-4q_1\,\mathrm{Im}\,1=0\), as it should be.

The imaginary part of the same ratio \(r'(0)/r(0)\) gives a neighbouring result for the phase \(\varphi\) of \(r\), referred to the front face of the film and followed continuously from \(d=0\):

\[
\varphi'(0)=2q_1\,\mathrm{Re}\,\frac{q_2^2-q_3^2}{q_1^2-q_3^2}.
\]

I derived this last formula by hand from the amplitude derivative; the file does not state it.
